# A list of n real levels is fixed, up to order, by its first n power sums

Take two lists of `n` real levels, `x` and `y`, with repeated values allowed. If the sums of their `k`-th powers agree for every `k` from 1 to `n`, the lemma says that the two lists contain the same values with the same multiplicities, though perhaps in a different order. The levels are simply real numbers, with no Hamiltonian in the statement, and the moments are plain sums, not divided by `n`. The attempt uses Newton's identities to show by strong induction that the elementary symmetric functions agree, then concludes that the monic polynomials with these levels as roots are equal, and so have the same roots.

The first attempt, which Lean rejects:

```lean
import Mathlib

open Real

namespace LevelsDeterminedByMoments

noncomputable section

/-- Two sets of `n` real levels whose power sums agree for all orders from `1` to `n` are
the same, multiplicities included. -/
theorem levels_determined_by_moments (n : ℕ) (x y : Fin n → ℝ)
    (h : ∀ k, 1 ≤ k → k ≤ n → ∑ i, x i ^ k = ∑ i, y i ^ k) :
    Finset.univ.val.map x = Finset.univ.val.map y := by
  have hp : ∀ k, 1 ≤ k → k ≤ n → MvPolynomial.aeval x (MvPolynomial.psum (Fin n) ℝ k) =
      MvPolynomial.aeval y (MvPolynomial.psum (Fin n) ℝ k) := by
    intro k h1 h2
    simpa [MvPolynomial.psum] using h k h1 h2
  -- Newton's identities give the elementary symmetric functions one after another
  have he : ∀ k, k ≤ n → MvPolynomial.aeval x (MvPolynomial.esymm (Fin n) ℝ k) =
      MvPolynomial.aeval y (MvPolynomial.esymm (Fin n) ℝ k) := by
    intro k
    induction k using Nat.strong_induction_on with
    | _ k ih =>
      intro hk
      rcases k.eq_zero_or_pos with rfl | hpos
      · simp
      · have hx := congrArg (MvPolynomial.aeval x) (MvPolynomial.mul_esymm_eq_sum (Fin n) ℝ k)
        have hy := congrArg (MvPolynomial.aeval y) (MvPolynomial.mul_esymm_eq_sum (Fin n) ℝ k)
        simp only [map_mul, map_natCast, map_sum, map_pow, map_neg, map_one] at hx hy
        have hk0 : (k : ℝ) ≠ 0 := by exact_mod_cast hpos.ne'
        apply mul_left_cancel₀ hk0
        rw [hx, hy]
        congr 1
        refine Finset.sum_congr rfl fun a ha => ?_
        have hsum : a.1 + a.2 = k := Finset.mem_antidiagonal.mp (Finset.mem_filter.mp ha).1
        have hlt : a.1 < k := (Finset.mem_filter.mp ha).2
        rw [ih a.1 hlt (by omega), hp a.2 (by omega) (by omega)]
  simp only [MvPolynomial.aeval_esymm_eq_multiset_esymm] at he
  -- the monic polynomials with these roots coincide
  have hc : Multiset.card (Finset.univ : Finset (Fin n)).val = n := by simp
  have hpoly : ((Finset.univ.val.map x).map fun t => Polynomial.X - Polynomial.C t).prod =
      ((Finset.univ.val.map y).map fun t => Polynomial.X - Polynomial.C t).prod := by
    rw [Multiset.prod_X_sub_X_eq_sum_esymm, Multiset.prod_X_sub_X_eq_sum_esymm]
    simp only [Multiset.card_map, hc]
    refine Finset.sum_congr rfl fun j hj => ?_
    rw [he j (by have := Finset.mem_range.mp hj; omega)]
  have hroots := congrArg Polynomial.roots hpoly
  rwa [Polynomial.roots_multiset_prod_X_sub_C, Polynomial.roots_multiset_prod_X_sub_C] at hroots

end

end LevelsDeterminedByMoments
```

The compiler's answer:

```
Main.lean:35:37: error: Type mismatch
  Finset.mem_antidiagonal.mp ?m.264
has type
  ?m.252.1 ∈ ?m.247 ∧ ?m.252.2 ∈ ?m.248 ∧ ?m.252.1 + ?m.252.2 = ?m.251
but is expected to have type
  a.1 + a.2 = k
Main.lean:35:64: error: Application type mismatch: The argument
  (Finset.mem_filter.mp ha).left
has type
  a ∈ Finset.HasAntidiagonal.antidiagonal k
but is expected to have type
  ?m.252 ∈ Finset.antidiagonal ?m.249 ?m.250 ?m.251
in the application
  Finset.mem_antidiagonal.mp (Finset.mem_filter.mp ha).left
```

What went wrong. Both errors come from one lemma name. In the Newton step, `ha` says that the pair `a` lies in a filtered antidiagonal, and its first part gives `a ∈ Finset.HasAntidiagonal.antidiagonal k`. The proof needs `a.1 + a.2 = k` from this.

But `Finset.mem_antidiagonal` is here about a different set, `Finset.antidiagonal`, which takes three explicit arguments. Membership in that set means three things together: each component lies in a given set, and the components have a given sum. The first message therefore reports a three-part conjunction where a single equation was expected. The second reports that the membership supplied is for the wrong antidiagonal.

The repair names `Finset.HasAntidiagonal.mem_antidiagonal` instead. This lemma is about the antidiagonal that actually occurs in `ha`, and its forward direction gives exactly the equation required. The new line break is mere tidying.

This version goes through:

```diff
@@ -33,5 +33,6 @@
         congr 1
         refine Finset.sum_congr rfl fun a ha => ?_
-        have hsum : a.1 + a.2 = k := Finset.mem_antidiagonal.mp (Finset.mem_filter.mp ha).1
+        have hsum : a.1 + a.2 = k :=
+          Finset.HasAntidiagonal.mem_antidiagonal.mp (Finset.mem_filter.mp ha).1
         have hlt : a.1 < k := (Finset.mem_filter.mp ha).2
         rw [ih a.1 hlt (by omega), hp a.2 (by omega) (by omega)]
```
